# A Gaussian plane wave times powers of linear coordinates is integrable over all space

The theorem `integrable_moment` concerns an unnormalised s-type Gaussian of exponent a > 0 times a plane wave, exp(−a‖r‖²) exp(−i⟨k,r⟩), on a finite-dimensional real inner product space. It states that this function stays integrable over the whole space when multiplied by ⟨v,r⟩^m (⟨u,r⟩ + i⟨w,r⟩)^n, for any natural numbers m and n and any vectors u, w, v and k. With u and w the unit vectors along x and y, the second factor is (x + iy)^n, as in a solid harmonic. The proof bounds the absolute value of the product by a constant times the wider Gaussian exp(−a‖r‖²/2), using the Cauchy–Schwarz inequality for the inner products and `pow_mul_gauss_le` for the remaining power of ‖r‖.

In Lean, a first try:

```lean
import Mathlib

open MeasureTheory
open Complex (I)
open scoped Real

namespace SolidHarmonicGaussian

noncomputable section

variable {V : Type*} [NormedAddCommGroup V] [InnerProductSpace ℝ V]

/-- The complex coordinate `⟨u,r⟩ + i⟨w,r⟩` of a point `r`; for the unit vectors along
x and y it is `x + iy`. -/
def complexCoord (u w r : V) : ℂ := ((inner ℝ u r : ℝ) : ℂ) + I * ((inner ℝ w r : ℝ) : ℂ)

/-- An s-type Gaussian of exponent `a` times the plane wave `exp(-i⟨k,r⟩)`. -/
def gaussWave (a : ℝ) (k r : V) : ℂ :=
  (Real.exp (-a * ‖r‖ ^ 2) : ℂ) * Complex.exp (-I * ((inner ℝ k r : ℝ) : ℂ))

lemma pow_mul_gauss_le {a s : ℝ} (ha : 0 < a) (hs : 0 ≤ s) (n : ℕ) :
    s ^ n * Real.exp (-a * s ^ 2) ≤
      n.factorial * Real.exp (1 / (2 * a)) * Real.exp (-(a / 2) * s ^ 2) := by
  have h1 : s ^ n ≤ n.factorial * Real.exp s := by
    have h := Real.pow_div_factorial_le_exp s hs n
    rw [div_le_iff₀ (by positivity)] at h
    linarith
  have h2 : s ≤ a / 2 * s ^ 2 + 1 / (2 * a) := by
    have e : a / 2 * s ^ 2 + 1 / (2 * a) - s = (a * s - 1) ^ 2 / (2 * a) := by
      field_simp
      ring
    have : 0 ≤ (a * s - 1) ^ 2 / (2 * a) := by positivity
    linarith
  have h3 : s ^ n ≤ n.factorial * Real.exp (a / 2 * s ^ 2 + 1 / (2 * a)) :=
    h1.trans (mul_le_mul_of_nonneg_left (Real.exp_le_exp.2 h2) (by positivity))
  refine (mul_le_mul_of_nonneg_right h3 (Real.exp_pos _).le).trans_eq ?_
  rw [mul_assoc, ← Real.exp_add, mul_assoc, ← Real.exp_add]
  congr 2
  ring

variable [FiniteDimensional ℝ V] [MeasurableSpace V] [BorelSpace V]

/-- Polynomial factors times a Gaussian plane wave are integrable over all space. -/
theorem integrable_moment {a : ℝ} (ha : 0 < a) (u w v k : V) (m n : ℕ) :
    Integrable (fun r : V =>
      ((inner ℝ v r : ℝ) : ℂ) ^ m * complexCoord u w r ^ n * gaussWave a k r) := by
  -- a wider Gaussian serves as the integrable bound
  have hg : Integrable (fun r : V => Real.exp (-(a / 2) * ‖r‖ ^ 2)) := by
    have h := (GaussianFourier.integrable_cexp_neg_mul_sq_norm_add
      (b := ((a / 2 : ℝ) : ℂ)) (by rw [Complex.ofReal_re]; positivity) 0 (0 : V)).norm
    refine h.congr (ae_of_all _ fun r => ?_)
    have e : -((a / 2 : ℝ) : ℂ) * (‖r‖ : ℂ) ^ 2 + 0 * ((inner ℝ (0 : V) r : ℝ) : ℂ)
        = ((-(a / 2) * ‖r‖ ^ 2 : ℝ) : ℂ) := by
      push_cast
      ring
    simp only [e, Complex.norm_exp, Complex.ofReal_re]
  refine (hg.const_mul (‖v‖ ^ m * (‖u‖ + ‖w‖) ^ n *
    ((m + n).factorial * Real.exp (1 / (2 * a))))).mono' ?_ (ae_of_all _ fun r => ?_)
  · apply Continuous.aestronglyMeasurable
    unfold complexCoord gaussWave
    fun_prop
  have h1 : |inner ℝ v r| ≤ ‖v‖ * ‖r‖ := abs_real_inner_le_norm v r
  have h2 : ‖complexCoord u w r‖ ≤ (‖u‖ + ‖w‖) * ‖r‖ := by
    refine (norm_add_le _ _).trans ?_
    rw [norm_mul, Complex.norm_I, one_mul, Complex.norm_real, Complex.norm_real,
      Real.norm_eq_abs, Real.norm_eq_abs, add_mul]
    exact add_le_add (abs_real_inner_le_norm u r) (abs_real_inner_le_norm w r)
  have h3 : ‖gaussWave a k r‖ = Real.exp (-a * ‖r‖ ^ 2) := by
    have hp : ‖Complex.exp (-I * ((inner ℝ k r : ℝ) : ℂ))‖ = 1 := by
      rw [Complex.norm_exp]
      simp
    rw [gaussWave, norm_mul, hp, mul_one, Complex.norm_real, Real.norm_eq_abs, Real.abs_exp]
  calc _ = |inner ℝ v r| ^ m * ‖complexCoord u w r‖ ^ n * Real.exp (-a * ‖r‖ ^ 2) := by
        rw [norm_mul, norm_mul, norm_pow, norm_pow, Complex.norm_real, Real.norm_eq_abs, h3]
    _ ≤ (‖v‖ * ‖r‖) ^ m * ((‖u‖ + ‖w‖) * ‖r‖) ^ n * Real.exp (-a * ‖r‖ ^ 2) := by
        gcongr
    _ = ‖v‖ ^ m * (‖u‖ + ‖w‖) ^ n * (‖r‖ ^ (m + n) * Real.exp (-a * ‖r‖ ^ 2)) := by ring
    _ ≤ _ := mul_le_mul_of_nonneg_left (pow_mul_gauss_le ha (norm_nonneg r) (m + n))
        (by positivity)
    _ = _ := by ring

end

end SolidHarmonicGaussian
```

Messages:

```
Try this:
  [apply] ring_nf
  
  The `ring` tactic failed to close the goal. Use `ring_nf` to obtain a normal form.
    
  Note that `ring` works primarily in *commutative* rings. If you have a noncommutative ring, abelian group or module, consider using `noncomm_ring`, `abel` or `module` instead.
Main.lean:77:81: error: unsolved goals
V : Type u_1
inst✝⁴ : NormedAddCommGroup V
inst✝³ : InnerProductSpace ℝ V
inst✝² : FiniteDimensional ℝ V
inst✝¹ : MeasurableSpace V
inst✝ : BorelSpace V
a : ℝ
ha : 0 < a
u w v k : V
m n : ℕ
hg : Integrable (fun r => rexp (-(a / 2) * ‖r‖ ^ 2)) volume
r : V
h1 : |inner ℝ v r| ≤ ‖v‖ * ‖r‖
h2 : ‖complexCoord u w r‖ ≤ (‖u‖ + ‖w‖) * ‖r‖
h3 : ‖gaussWave a k r‖ = rexp (-a * ‖r‖ ^ 2)
⊢ ‖v‖ ^ m * ‖r‖ ^ m * rexp (-(‖r‖ ^ 2 * a)) * (‖r‖ * ‖u‖ + ‖r‖ * ‖w‖) ^ n =
    ‖v‖ ^ m * ‖r‖ ^ m * ‖r‖ ^ n * rexp (-(‖r‖ ^ 2 * a)) * (‖u‖ + ‖w‖) ^ n
```

What went wrong. The error is in a `calc` step that only regroups factors. The equality is true, but `ring` could not close it; the suggestion to try `ring_nf` is its standard message on failing.

The trouble is the factor `((‖u‖ + ‖w‖) * ‖r‖) ^ n`. `ring` multiplies out the base first, which gives `(‖r‖ * ‖u‖ + ‖r‖ * ‖w‖) ^ n` on the left of the remaining goal. The right has `‖r‖ ^ n` and `(‖u‖ + ‖w‖) ^ n` as separate factors. As `n` is a variable, `ring` cannot expand the power of the sum, and it does not take the common `‖r‖` back out, so the two normal forms differ.

The repair splits the powers of products with `mul_pow` before `ring` runs, so `‖r‖ ^ n` is already separate and both sides reach the same form. The two uses of `mul_pow` deal with the two such powers on the left. The rewrite with `pow_add` is mere tidying: the remaining goal shows that `ring` had already split `‖r‖ ^ (m + n)` by itself.

As a diff, the version that Lean accepts:

```diff
@@ -75,5 +75,7 @@
     _ ≤ (‖v‖ * ‖r‖) ^ m * ((‖u‖ + ‖w‖) * ‖r‖) ^ n * Real.exp (-a * ‖r‖ ^ 2) := by
         gcongr
-    _ = ‖v‖ ^ m * (‖u‖ + ‖w‖) ^ n * (‖r‖ ^ (m + n) * Real.exp (-a * ‖r‖ ^ 2)) := by ring
+    _ = ‖v‖ ^ m * (‖u‖ + ‖w‖) ^ n * (‖r‖ ^ (m + n) * Real.exp (-a * ‖r‖ ^ 2)) := by
+        rw [mul_pow, mul_pow, pow_add]
+        ring
     _ ≤ _ := mul_le_mul_of_nonneg_left (pow_mul_gauss_le ha (norm_nonneg r) (m + n))
         (by positivity)
```
